# Closed form for the potential obtained by inverting the radial equation for u = γ(w + δg)

The inverted potential can be defined by the closed formula, or by the second derivative of the orbital it is meant to reproduce. The Lean file takes the second course: `invertedPotential` contains `deriv (deriv u) r`, so the closed formula is a theorem about that derivative. The radial equation is likewise a statement about actual derivatives.

Atomic units are used throughout. Let $V$ be a real potential, $l$ the angular momentum, $E$ an energy and $w$ a radial orbital ($r$ times the radial wavefunction). With a core radius $r_c$ and $x=r/r_c$, put

$$g(r)=r^{l+1}e^{-x^4},\qquad u=\gamma(w+\delta g).$$

If $w$ solves the radial equation on $r>0$, then at every $r>0$ with $u(r)\neq0$,

$$E-\frac{l(l+1)}{2r^2}+\frac{u''}{2u}=V+\frac{\delta g}{2(w+\delta g)}\left[\frac{16x^8-(8l+20)x^4}{r^2}+2E-2V\right].$$

This is the inversion step in one scheme for generating norm-conserving pseudopotentials, here for one non-relativistic radial channel in a given local potential; other schemes build the pseudo-orbital differently. In this scheme $V$ is an intermediate potential already smoothed in the core, $w$ is its nodeless orbital, $\gamma$ matches the tail of the orbital to the all-electron one, and $\delta$ adjusts the charge inside the core. The theorem takes both as arbitrary reals and contains no charge integral, so it concerns the inversion and not norm conservation. Removing the Hartree and exchange-correlation parts to obtain an ionic potential is not treated either.

## The objects and their conventions

```lean
import Mathlib

open Set

namespace NormConservingInversion

noncomputable section
```

`IsRadialSolution V l E w` says that some function `w1` is the derivative of $w$ at each $r>0$, and that `w1` has derivative $2(V+l(l+1)/(2r^2)-E)w$ there. It imposes no boundary condition at the origin or at infinity, and no normalisation.

```lean
/-- The function `w` solves the radial Schrödinger equation (atomic units) on `r > 0`
with potential `V`, angular momentum `l` and energy `E`. -/
def IsRadialSolution (V : ℝ → ℝ) (l : ℕ) (E : ℝ) (w : ℝ → ℝ) : Prop :=
  ∃ w1 : ℝ → ℝ, ∀ r, 0 < r → HasDerivAt w (w1 r) r ∧
    HasDerivAt w1 (2 * (V r + l * (l + 1) / (2 * r ^ 2) - E) * w r) r
```

The function $g$ and the pseudo-orbital follow the formulas above, with the exponent fixed at 4. Physically $r_c>0$; the file needs no such hypothesis, because Lean reads $r/0$ as $0$ and the identity survives with $x=0$.

```lean
/-- The short-range function `g = r^(l+1) exp(-(r/rc)^4)`. -/
def coreFn (l : ℕ) (rc r : ℝ) : ℝ := r ^ (l + 1) * Real.exp (-(r / rc) ^ 4)

/-- The pseudo-orbital `u = γ (w + δ g)`. -/
def pseudoOrbital (w : ℝ → ℝ) (l : ℕ) (rc γ δ r : ℝ) : ℝ :=
  γ * (w r + δ * coreFn l rc r)

/-- The potential obtained by inverting the radial equation for the orbital `u` at energy `E`. -/
def invertedPotential (l : ℕ) (E : ℝ) (u : ℝ → ℝ) (r : ℝ) : ℝ :=
  E - l * (l + 1) / (2 * r ^ 2) + deriv (deriv u) r / (2 * u r)
```

## The radial equation for w

The hypothesis `hw` says that $w$ is an orbital of the potential $V$ at energy $E$. By hand, it is used once, to replace $w''$. The other ingredient is $g''$, which comes from the logarithmic derivative

$$L=\frac{g'}{g}=\frac{l+1}{r}-\frac{4x^3}{r_c}=\frac{l+1-4x^4}{r},\qquad L'=-\frac{l+1+12x^4}{r^2}.$$

Since $g''=g(L^2+L')$,

$$g''=g\,\frac{(l+1)^2-8(l+1)x^4+16x^8-(l+1)-12x^4}{r^2}=g\,\frac{l(l+1)+16x^8-(8l+20)x^4}{r^2}.$$

The first two lemmas do this for a general exponent, $r^{l+1}e^{-p(r)}$, where $L=(l+1)/r-p'$.

```lean
/-- First derivative of a radial function `r^(l+1) exp(-p(r))`. -/
theorem hasDerivAt_powExp (l : ℕ) {p : ℝ → ℝ} {p' r : ℝ} (hr : r ≠ 0)
    (hp : HasDerivAt p p' r) :
    HasDerivAt (fun s => s ^ (l + 1) * Real.exp (-p s))
      (r ^ (l + 1) * Real.exp (-p r) * ((l + 1) / r - p')) r := by
  refine ((hasDerivAt_pow (l + 1) r).fun_mul hp.fun_neg.exp).congr_deriv ?_
  have h : r ^ (l + 1) * (((l : ℝ) + 1) / r) = (l + 1) * r ^ l := by
    rw [pow_succ, mul_assoc, mul_div_cancel₀ _ hr, mul_comm]
  simp only [Nat.add_sub_cancel]
  push_cast
  linear_combination (-Real.exp (-p r)) * h

/-- Second derivative of a radial function `r^(l+1) exp(-p(r))`. -/
theorem hasDerivAt_powExp_second (l : ℕ) {p p1 : ℝ → ℝ} {p2 r : ℝ} (hr : r ≠ 0)
    (hp : HasDerivAt p (p1 r) r) (hp1 : HasDerivAt p1 p2 r) :
    HasDerivAt (fun s => s ^ (l + 1) * Real.exp (-p s) * ((l + 1) / s - p1 s))
      (r ^ (l + 1) * Real.exp (-p r) *
        (((l + 1) / r - p1 r) ^ 2 - (l + 1) / r ^ 2 - p2)) r := by
  have h := ((hasDerivAt_const r ((l : ℝ) + 1)).fun_div (hasDerivAt_id' r) hr).fun_sub hp1
  exact ((hasDerivAt_powExp l hr hp).fun_mul h).congr_deriv (by ring)
```

The next theorem sets $p=x^4$. Its `key` step is the collection over $r^2$ just shown, and `hw` supplies `w1` and the derivative of `w1`. The result is

$$u''=\gamma\left[2\left(V+\frac{l(l+1)}{2r^2}-E\right)w+\delta g''\right].$$

```lean
/-- The pseudo-orbital is twice differentiable on `r > 0`, with its second derivative given in terms
of `V`, `w` and `g`. -/
theorem pseudoOrbital_second_deriv {V w : ℝ → ℝ} {l : ℕ} {E : ℝ}
    (hw : IsRadialSolution V l E w) (rc γ δ : ℝ) :
    ∃ u1 : ℝ → ℝ, ∀ r, 0 < r → HasDerivAt (pseudoOrbital w l rc γ δ) (u1 r) r ∧
      HasDerivAt u1 (γ * (2 * (V r + l * (l + 1) / (2 * r ^ 2) - E) * w r +
        δ * (coreFn l rc r * ((l * (l + 1) + 16 * (r / rc) ^ 8
          - (8 * l + 20) * (r / rc) ^ 4) / r ^ 2)))) r := by
  obtain ⟨w1, h⟩ := hw
  refine ⟨fun s => γ * (w1 s + δ * (s ^ (l + 1) * Real.exp (-(s / rc) ^ 4) *
    ((l + 1) / s - 4 * (s / rc) ^ 3 * rc⁻¹))), fun r hr => ?_⟩
  have hx : HasDerivAt (fun s : ℝ => s / rc) rc⁻¹ r :=
    ((hasDerivAt_id' r).div_const rc).congr_deriv (one_div rc)
  have hp : HasDerivAt (fun s : ℝ => (s / rc) ^ 4) (4 * (r / rc) ^ 3 * rc⁻¹) r :=
    (hx.fun_pow 4).congr_deriv (by norm_num)
  have hp1 : HasDerivAt (fun s : ℝ => 4 * (s / rc) ^ 3 * rc⁻¹)
      (12 * (r / rc) ^ 2 * rc⁻¹ ^ 2) r :=
    (((hx.fun_pow 3).const_mul 4).mul_const rc⁻¹).congr_deriv (by push_cast; ring)
  -- the logarithmic-derivative form of g''/g, collected over r²
  have key : ∀ k : ℝ, ((l + 1) / r - 4 * (r * k) ^ 3 * k) ^ 2 - (l + 1) / r ^ 2
      - 12 * (r * k) ^ 2 * k ^ 2
      = (l * (l + 1) + 16 * (r * k) ^ 8 - (8 * l + 20) * (r * k) ^ 4) / r ^ 2 := by
    intro k
    have hr0 := hr.ne'
    field_simp
    ring
  have hk := key rc⁻¹
  rw [← div_eq_mul_inv r rc] at hk
  refine ⟨((h r hr).1.fun_add ((hasDerivAt_powExp l hr.ne' hp).const_mul δ)).const_mul γ, ?_⟩
  have h2 := hasDerivAt_powExp_second l hr.ne' hp hp1
  refine (((h r hr).2.fun_add (h2.const_mul δ)).const_mul γ).congr_deriv ?_
  rw [hk, coreFn]
```

Without `hw` the identity fails. Take $l=0$, $V=0$, $E=\tfrac12$, $\gamma=1$, $\delta=0$ and the constant function $w=1$, which does not satisfy $w''=-w$. Then $u''=0$, so the left side is $\tfrac12$ while the right side is $0$. (This counter-example and those below are worked by hand and are not in the file.)

## A radius greater than zero

The hypothesis `hr : 0 < r` places the point in the region where the radial equation is posed. By hand, it permits division by $r$ and the use of the equation for $w$. In the proof it has a further role: a second derivative at $r$ needs the first derivative in a whole neighbourhood of $r$, and the open half-line provides one. The following lemma shows that `deriv u` agrees with `u1` near $r$, and therefore has the same derivative at $r$.

```lean
/-- A function with first derivative `u1` on `r > 0` has second derivative `u1'`. -/
theorem deriv_deriv_eq {u u1 : ℝ → ℝ} {a r : ℝ} (hr : 0 < r)
    (h : ∀ s, 0 < s → HasDerivAt u (u1 s) s) (h1 : HasDerivAt u1 a r) :
    deriv (deriv u) r = a := by
  have he : deriv u =ᶠ[nhds r] u1 :=
    Filter.eventuallyEq_of_mem (Ioi_mem_nhds hr) fun s hs => (h s hs).deriv
  exact he.deriv_eq.trans h1.deriv
```

Without `hr` the identity fails because `hw` says nothing about $r\le0$. Let $l=0$, $V=0$, $E=\tfrac12$, $\gamma=1$, $\delta=0$, with $w=\sin r$ for $r>0$ and $w=1$ for $r\le0$. The radial equation holds on $r>0$, but at $r=-1$ the left side is $\tfrac12$ and the right side is $0$.

## No node at the chosen radius

The hypothesis `hu` says that $u(r)\neq0$. By hand, it is what allows division by $2u$. Write $c=l(l+1)/(2r^2)$ and $b=16x^8-(8l+20)x^4$, so that $g''=g(2c+b/r^2)$. Adding and subtracting $2(V-E)\delta g$ gives

$$u''=2(V+c-E)\,u+\gamma\delta g\left[\frac{b}{r^2}+2E-2V\right].$$

Dividing by $2u=2\gamma(w+\delta g)$ yields

$$\frac{u''}{2u}=V+c-E+\frac{\delta g}{2(w+\delta g)}\left[\frac{b}{r^2}+2E-2V\right],$$

and adding $E-c$ cancels the energy and the centrifugal term. The factor $\gamma$ has dropped out: the scale of $u$ does not affect its potential.

In the proof, `hu` is split into $\gamma\neq0$ and $w+\delta g\neq0$. After the second derivative is substituted, `field_simp` clears the denominators and `ring` checks the remaining polynomial identity.

```lean
/-- Analytic inversion step: at every `r > 0` where the pseudo-orbital is nonzero, its inverted
potential is the original potential `V` plus an explicit correction with `δ g` as a factor. -/
theorem invertedPotential_pseudoOrbital {V w : ℝ → ℝ} {l : ℕ} {E rc γ δ r : ℝ}
    (hw : IsRadialSolution V l E w) (hr : 0 < r) (hu : pseudoOrbital w l rc γ δ r ≠ 0) :
    invertedPotential l E (pseudoOrbital w l rc γ δ) r =
      V r + δ * coreFn l rc r *
        ((16 * (r / rc) ^ 8 - (8 * l + 20) * (r / rc) ^ 4) / r ^ 2 + 2 * E - 2 * V r) /
        (2 * (w r + δ * coreFn l rc r)) := by
  obtain ⟨u1, h⟩ := pseudoOrbital_second_deriv hw rc γ δ
  rw [invertedPotential, deriv_deriv_eq hr (fun s hs => (h s hs).1) (h r hr).2]
  unfold pseudoOrbital at hu ⊢
  have hγ : γ ≠ 0 := left_ne_zero_of_mul hu
  have hD : w r + δ * coreFn l rc r ≠ 0 := right_ne_zero_of_mul hu
  have hr0 := hr.ne'
  generalize r / rc = x
  generalize coreFn l rc r = G at *
  -- the centrifugal terms cancel after clearing denominators
  field_simp
  ring
```

At a node the quotient has no value, and the potential can diverge on approach. Take $l=0$, $V=0$, $E=\tfrac12$, $w=\sin r$, $r_c=\pi/2$, $\gamma=1$ and $\delta=-2e/\pi$. At $r_0=\pi/2$ we have $x=1$ and $\delta g=-1$, so $u(r_0)=0$. The numerator of the correction is

$$-\left(-\frac{4}{r_0^2}+1\right)=\frac{16}{\pi^2}-1\approx0.62,$$

while $u'(r_0)=6/\pi\neq0$. The inverted potential therefore has a simple pole at $r_0$.

## No node at any positive radius

If $u$ has no node on $r>0$, the inverted potential is defined by a genuine quotient everywhere there, and $u$ solves the radial equation in it at the original energy $E$. By hand, one multiplies the definition of the inverted potential by $2u$ and rearranges. The proof does the same: `ha` is the cancellation of $2u$, and `linear_combination` rearranges.

```lean
/-- A pseudo-orbital without nodes on `r > 0` solves the radial equation in its inverted
potential at the energy `E` of the original orbital. -/
theorem pseudoOrbital_isRadialSolution {V w : ℝ → ℝ} {l : ℕ} {E rc γ δ : ℝ}
    (hw : IsRadialSolution V l E w) (hu : ∀ r, 0 < r → pseudoOrbital w l rc γ δ r ≠ 0) :
    IsRadialSolution (invertedPotential l E (pseudoOrbital w l rc γ δ)) l E
      (pseudoOrbital w l rc γ δ) := by
  obtain ⟨u1, h⟩ := pseudoOrbital_second_deriv hw rc γ δ
  refine ⟨u1, fun r hr => ⟨(h r hr).1, (h r hr).2.congr_deriv ?_⟩⟩
  rw [invertedPotential, deriv_deriv_eq hr (fun s hs => (h s hs).1) (h r hr).2]
  have h0 := hu r hr
  generalize pseudoOrbital w l rc γ δ r = U at *
  generalize γ * (_ + _) = a
  have ha : a / (2 * U) * (2 * U) = a := div_mul_cancel₀ a (mul_ne_zero two_ne_zero h0)
  linear_combination -ha
```

The conclusion concerns the differential equation only. Whether $u$ is a bound state depends also on its behaviour at the origin and at infinity, which it takes from $w$ and $g$.

The example with the pole shows what happens without this hypothesis. There $u(r_0)=0$ but $u''(r_0)=16/\pi^2-1\neq0$, whereas the radial equation with any finite potential would require $u''(r_0)=0$.

The isotropic harmonic oscillator satisfies all the hypotheses. For $w=r^{l+1}e^{-r^2/2}$ one has $L=(l+1)/r-r$, and

$$L^2+L'=\frac{l(l+1)}{r^2}+r^2-(2l+3)=2\left(\frac{r^2}{2}+\frac{l(l+1)}{2r^2}-\left(l+\frac32\right)\right),$$

so $w$ solves the radial equation with $V=r^2/2$ and $E=l+\tfrac32$. The file leaves $w$ unnormalised; the normalised orbital is $\sqrt{2/\Gamma(l+3/2)}\;w$. For $\gamma>0$ and $\delta\ge0$, $u$ is positive on $r>0$, since $w$ and $g$ are. In the proof the two general derivative lemmas are applied with $p=r^2/2$, and `positivity` excludes nodes.

```lean
/-- The oscillator orbital `r^(l+1) exp(-r²/2)` solves the radial equation with `V = r²/2` and
`E = l + 3/2`, and its pseudo-orbitals with `γ > 0`, `δ ≥ 0` have no nodes on `r > 0`. -/
theorem oscillator_witness (l : ℕ) (rc : ℝ) {γ δ : ℝ} (hγ : 0 < γ) (hδ : 0 ≤ δ) :
    IsRadialSolution (fun r => r ^ 2 / 2) l (l + 3 / 2)
      (fun r => r ^ (l + 1) * Real.exp (-(r ^ 2 / 2))) ∧
    ∀ r, 0 < r →
      pseudoOrbital (fun r => r ^ (l + 1) * Real.exp (-(r ^ 2 / 2))) l rc γ δ r ≠ 0 := by
  constructor
  · refine ⟨fun s => s ^ (l + 1) * Real.exp (-(s ^ 2 / 2)) * ((l + 1) / s - s),
      fun r hr => ?_⟩
    have hp : HasDerivAt (fun s : ℝ => s ^ 2 / 2) r r :=
      ((hasDerivAt_pow 2 r).div_const 2).congr_deriv (by norm_num)
    refine ⟨hasDerivAt_powExp l hr.ne' hp, ?_⟩
    refine (hasDerivAt_powExp_second (p1 := fun s => s) l hr.ne' hp
      (hasDerivAt_id' r)).congr_deriv ?_
    have e : ((l + 1) / r - r) ^ 2 - (l + 1) / r ^ 2 - 1
        = 2 * (r ^ 2 / 2 + l * (l + 1) / (2 * r ^ 2) - (l + 3 / 2)) := by
      have hr0 := hr.ne'
      field_simp
      ring
    linear_combination (r ^ (l + 1) * Real.exp (-(r ^ 2 / 2))) * e
  · intro r hr
    unfold pseudoOrbital coreFn
    positivity

end

end NormConservingInversion
```

```lean
#print axioms NormConservingInversion.invertedPotential_pseudoOrbital
#print axioms NormConservingInversion.pseudoOrbital_isRadialSolution
```

```
'NormConservingInversion.invertedPotential_pseudoOrbital' depends on axioms: [propext, Classical.choice, Quot.sound]
'NormConservingInversion.pseudoOrbital_isRadialSolution' depends on axioms: [propext, Classical.choice, Quot.sound]
```
